# Kinetic plus Coulomb energy has no single scaling degree when both parts are nonzero

## Can the energy of an atom be one power of the scale factor?

If I assume that the energy $E$ of an atom obeys one power law $E[\psi_t]=t^cE[\psi]$, with some exponent $c$, when its wavefunction $\psi$ is compressed by a factor $t>0$ to $\psi_t$, I get nonsense. Stationarity at $t=1$ gives $cE=0$, so a bound state would have $c=0$ and an energy independent of its size. I believe the assumption fails because kinetic energy scales as $t^2$ and Coulomb energy as $t$, and that no $c$ works when both are nonzero. Can this be made rigorous and machine-checked, for spatial wavefunctions of many electrons?

## Two scales force one amplitude to vanish

It can. Take reals $a\neq b$, $c$, $A$, $B$ and suppose $At^a+Bt^b=(A+B)t^c$ at one scale $t>0$, $t\neq1$, and also at $t^2$. Put $x=t^a$, $y=t^b$, $z=t^c$. Since $(t^2)^e=(t^e)^2$ for any exponent $e$,
$$Ax+By=(A+B)z,\qquad Ax^2+By^2=(A+B)z^2 .$$
Multiply the second equation by $A+B$ and subtract the square of the first. The right sides cancel, and
$$0=(A+B)(Ax^2+By^2)-(Ax+By)^2=AB\,(x-y)^2 .$$
If $x=y$ then $a\ln t=b\ln t$ with $\ln t\neq0$, so $a=b$. Hence $x\ne y$, and $A=0$ or $B=0$.

## Degrees 2 and 1 for an atom

For $N$ electrons with coordinates $r\in\mathbb R^{3N}$, let $\psi_t(r)=t^{3N/2}\psi(tr)$. In atomic units, with $k$ running over the $3N$ coordinates and $r_i$ the position of electron $i$,
$$T[\psi]=\tfrac12\int\sum_k|\partial_k\psi|^2\,dr,\qquad V[\psi]=\int W|\psi|^2\,dr,\qquad W(r)=-\sum_i\frac{Z}{|r_i|}+\sum_{i<j}\frac1{|r_i-r_j|},$$
where $Z$ is the charge of a fixed point nucleus at the origin. The chain rule gives $\partial_k\psi_t(r)=t^{3N/2}\,t\,(\partial_k\psi)(tr)$, and the substitution $r\to tr$ gives $\int t^{3N}f(tr)\,dr=\int f\,dr$ for an integrand $f$. Therefore
$$T[\psi_t]=\tfrac12\,t^2\int t^{3N}\sum_k|(\partial_k\psi)(tr)|^2\,dr=t^2\,T[\psi].$$
Every distance grows by $t$, so $W(r)=tW(tr)$ and
$$V[\psi_t]=t\int t^{3N}W(tr)|\psi(tr)|^2\,dr=t\,V[\psi].$$
A degree $c$ for $E=T+V$ would mean $t^2T+tV=(T+V)t^c$ for all $t>0$, which forces $T=0$ or $V=0$.

```lean
import Mathlib

open MeasureTheory

namespace ScalingDegree

noncomputable section

/-- If `A t^a + B t^b = (A + B) t^c` with `a ≠ b` holds at one scale `t > 0`, `t ≠ 1`, and at the
scale `t²`, then one of the two amplitudes vanishes. -/
theorem two_scales {a b c A B t : ℝ} (hab : a ≠ b) (ht : 0 < t) (ht1 : t ≠ 1)
    (h1 : A * t ^ a + B * t ^ b = (A + B) * t ^ c)
    (h2 : A * (t ^ 2) ^ a + B * (t ^ 2) ^ b = (A + B) * (t ^ 2) ^ c) :
    A = 0 ∨ B = 0 := by
  have key : ∀ e : ℝ, (t ^ 2) ^ e = (t ^ e) ^ 2 := by
    intro e
    rw [sq t, sq (t ^ e), Real.mul_rpow ht.le ht.le]
  rw [key a, key b, key c] at h2
  -- different exponents give different powers of `t`
  have hxy : t ^ a - t ^ b ≠ 0 := by
    intro h
    have hlog := congrArg Real.log (sub_eq_zero.mp h)
    rw [Real.log_rpow ht, Real.log_rpow ht] at hlog
    exact hab (mul_right_cancel₀ (Real.log_ne_zero_of_pos_of_ne_one ht ht1) hlog)
  -- eliminating `t^c` leaves `A B (t^a - t^b)² = 0`
  have h0 : A * B * (t ^ a - t ^ b) ^ 2 = 0 := by
    linear_combination (A + B) * h2 - (A * t ^ a + B * t ^ b + (A + B) * t ^ c) * h1
  exact mul_eq_zero.mp ((mul_eq_zero.mp h0).resolve_right (pow_ne_zero 2 hxy))

/-- If two power laws of different degrees `a ≠ b` add up to `(A + B) t^c` for all `t > 0`,
then one of the two amplitudes vanishes. -/
theorem no_single_degree {a b c A B : ℝ} (hab : a ≠ b)
    (h : ∀ t : ℝ, 0 < t → A * t ^ a + B * t ^ b = (A + B) * t ^ c) : A = 0 ∨ B = 0 :=
  two_scales hab (t := 2) (by norm_num) (by norm_num) (h 2 (by norm_num))
    (h (2 ^ 2) (by norm_num))

/-- For `a ≠ b`, the identity `A t^a + B t^b = (A + B) t^c` holds for all `t > 0` exactly when
both amplitudes vanish, or one vanishes and `c` is the degree of the other term. -/
theorem single_degree_iff {a b c A B : ℝ} (hab : a ≠ b) :
    (∀ t : ℝ, 0 < t → A * t ^ a + B * t ^ b = (A + B) * t ^ c) ↔
      (A = 0 ∧ B = 0) ∨ (A = 0 ∧ c = b) ∨ (B = 0 ∧ c = a) := by
  have aux : ∀ C e : ℝ, C ≠ 0 → C * (2 : ℝ) ^ e = C * (2 : ℝ) ^ c → c = e := by
    intro C e hC h
    have hlog := congrArg Real.log (mul_left_cancel₀ hC h)
    rw [Real.log_rpow two_pos, Real.log_rpow two_pos] at hlog
    exact (mul_right_cancel₀ (Real.log_pos one_lt_two).ne' hlog).symm
  constructor
  · intro h
    have h2 := h 2 two_pos
    by_cases hA : A = 0
    · by_cases hB : B = 0
      · exact Or.inl ⟨hA, hB⟩
      · refine Or.inr (Or.inl ⟨hA, aux B b hB ?_⟩)
        rw [hA] at h2
        linear_combination h2
    · have hB := (no_single_degree hab h).resolve_left hA
      refine Or.inr (Or.inr ⟨hB, aux A a hA ?_⟩)
      rw [hB] at h2
      linear_combination h2
  · rintro (⟨rfl, rfl⟩ | ⟨rfl, rfl⟩ | ⟨rfl, rfl⟩) t _ <;> ring

/-- The functional `F` scales with degree `c` at the state `x` under the family of scalings
`S`: `F (S t x) = t^c F x` for all `t > 0`. -/
def ScalesWith {X : Type*} (S : ℝ → X → X) (F : X → ℝ) (c : ℝ) (x : X) : Prop :=
  ∀ t : ℝ, 0 < t → F (S t x) = t ^ c * F x

/-- If `T` and `V` scale with different degrees at a state where both are nonzero, then
`T + V` scales with no degree at that state. -/
theorem sum_has_no_degree {X : Type*} {S : ℝ → X → X} {T V : X → ℝ} {a b : ℝ} {x : X}
    (hab : a ≠ b) (hT : ScalesWith S T a x) (hV : ScalesWith S V b x)
    (hT0 : T x ≠ 0) (hV0 : V x ≠ 0) :
    ¬ ∃ c, ScalesWith S (fun y => T y + V y) c x := by
  rintro ⟨c, hc⟩
  have h : T x = 0 ∨ V x = 0 := by
    refine no_single_degree (c := c) hab fun t ht => ?_
    have h3 : T (S t x) + V (S t x) = t ^ c * (T x + V x) := hc t ht
    linear_combination h3 - hT t ht - hV t ht
  exact h.elim hT0 hV0

/-- Under `ζ ↦ t ζ`, the functions `ζ²/2` and `-Z ζ` of an exponent `ζ > 0` scale with
degrees 2 and 1, and both are nonzero when `Z > 0`. -/
theorem sum_has_no_degree_witness {Z ζ : ℝ} (hZ : 0 < Z) (hζ : 0 < ζ) :
    ScalesWith (fun t y : ℝ => t * y) (fun y => y ^ 2 / 2) 2 ζ ∧
    ScalesWith (fun t y : ℝ => t * y) (fun y => -(Z * y)) 1 ζ ∧
    ζ ^ 2 / 2 ≠ 0 ∧ -(Z * ζ) ≠ 0 := by
  refine ⟨fun t _ => ?_, fun t _ => ?_, by positivity, neg_ne_zero.mpr (by positivity)⟩
  · rw [Real.rpow_two]
    ring
  · rw [Real.rpow_one]
    ring

/-- Configuration space of `N` electrons: three Cartesian coordinates for each. -/
abbrev Config (N : ℕ) := Fin N × Fin 3 → ℝ

variable {N : ℕ}

/-- Uniform coordinate scaling of a wavefunction, `ψ_t(r) = t^(3N/2) ψ(t r)`. -/
def dilate (t : ℝ) (ψ : Config N → ℂ) : Config N → ℂ :=
  fun r => (√t ^ (3 * N)) • ψ (t • r)

/-- The squared gradient `∑ₖ |∂ₖ ψ(r)|²` over all `3N` coordinates. -/
def gradSq (ψ : Config N → ℂ) (r : Config N) : ℝ :=
  ∑ k, ‖fderiv ℝ ψ r (Pi.single k (1 : ℝ))‖ ^ 2

/-- Kinetic energy `½ ∫ |∇ψ|²` in atomic units. -/
def kinetic (ψ : Config N → ℂ) : ℝ := 1 / 2 * ∫ r, gradSq ψ r

/-- Euclidean length of a vector in three dimensions. -/
def len (v : Fin 3 → ℝ) : ℝ := √(∑ k, v k ^ 2)

/-- Coulomb potential of an atom with nuclear charge `Z` at the origin:
`-∑ᵢ Z/|rᵢ| + ∑_{i<j} 1/|rᵢ - rⱼ|`. -/
def coulombPot (Z : ℝ) (r : Config N) : ℝ :=
  -(∑ i, Z / len (fun k => r (i, k))) +
    ∑ i, ∑ j ∈ Finset.Ioi i, 1 / len (fun k => r (i, k) - r (j, k))

/-- Coulomb energy `∫ W |ψ|²` with `W` the atomic Coulomb potential. -/
def coulomb (Z : ℝ) (ψ : Config N → ℂ) : ℝ := ∫ r, coulombPot Z r * ‖ψ r‖ ^ 2

/-- The derivative of the scaled wavefunction at `r` is `t^(3N/2) t` times the derivative
of `ψ` at `t r`. -/
theorem fderiv_dilate {t : ℝ} (ht : 0 < t) (ψ : Config N → ℂ) (r : Config N) :
    fderiv ℝ (dilate t ψ) r = (√t ^ (3 * N) * t) • fderiv ℝ ψ (t • r) := by
  by_cases h : DifferentiableAt ℝ ψ (t • r)
  · -- chain rule
    have h1 : HasFDerivAt (fun x : Config N => t • x)
        (t • ContinuousLinearMap.id ℝ (Config N)) r := (hasFDerivAt_id r).const_smul t
    have h3 : HasFDerivAt (dilate t ψ) _ r :=
      (HasFDerivAt.comp r (g := ψ) (f := fun x => t • x) h.hasFDerivAt h1).const_smul
        (√t ^ (3 * N))
    rw [h3.fderiv]
    refine ContinuousLinearMap.ext fun v => ?_
    simp [mul_smul]
  · -- scaling is invertible, so it creates no differentiability
    have hc : √t ^ (3 * N) ≠ 0 := pow_ne_zero _ (Real.sqrt_pos.mpr ht).ne'
    have hn : ¬ DifferentiableAt ℝ (dilate t ψ) r := by
      intro hd
      have e : ψ = fun y => (√t ^ (3 * N))⁻¹ • dilate t ψ (t⁻¹ • y) := by
        funext y
        simp only [dilate, smul_inv_smul₀ ht.ne', inv_smul_smul₀ hc]
      have hd' : DifferentiableAt ℝ (dilate t ψ) (t⁻¹ • t • r) := by
        rwa [inv_smul_smul₀ ht.ne']
      apply h
      rw [e]
      exact (DifferentiableAt.comp (t • r) (f := fun y : Config N => t⁻¹ • y) hd'
        (by fun_prop)).const_smul ((√t ^ (3 * N))⁻¹ : ℝ)
    rw [fderiv_zero_of_not_differentiableAt hn, fderiv_zero_of_not_differentiableAt h]
    refine ContinuousLinearMap.ext fun v => ?_
    change (0 : ℂ) = (√t ^ (3 * N) * t) • (0 : ℂ)
    exact (smul_zero _).symm

/-- Change of variables `r ↦ t r`: the squared prefactor `(t^(3N/2))²` compensates the
change of the volume element. -/
theorem integral_dilate {t : ℝ} (ht : 0 < t) (f : Config N → ℝ) :
    ∫ r, (√t ^ (3 * N)) ^ 2 * f (t • r) = ∫ r, f r := by
  have hd : Module.finrank ℝ (Config N) = 3 * N := by simp [mul_comm]
  have hs : (√t ^ (3 * N)) ^ 2 = t ^ (3 * N) := by
    rw [← pow_mul, mul_comm (3 * N) 2, pow_mul, Real.sq_sqrt ht.le]
  have hp : 0 < t ^ (3 * N) := pow_pos ht _
  rw [integral_const_mul, Measure.integral_comp_smul, hd, hs, abs_of_pos (inv_pos.mpr hp),
    smul_eq_mul, ← mul_assoc, mul_inv_cancel₀ hp.ne', one_mul]

/-- The kinetic energy scales with degree 2 under uniform coordinate scaling. -/
theorem kinetic_scales (ψ : Config N → ℂ) : ScalesWith dilate kinetic 2 ψ := by
  intro t ht
  have hpt : ∀ r, gradSq (dilate t ψ) r
      = t ^ 2 * ((√t ^ (3 * N)) ^ 2 * gradSq ψ (t • r)) := by
    intro r
    unfold gradSq
    rw [fderiv_dilate ht, Finset.mul_sum, Finset.mul_sum]
    refine Finset.sum_congr rfl fun k _ => ?_
    rw [_root_.smul_apply, norm_smul, Real.norm_eq_abs, mul_pow, sq_abs]
    ring
  unfold kinetic
  simp_rw [hpt]
  rw [integral_const_mul, integral_dilate ht (gradSq ψ), Real.rpow_two]
  ring

/-- The Coulomb energy scales with degree 1 under uniform coordinate scaling. -/
theorem coulomb_scales (Z : ℝ) (ψ : Config N → ℂ) : ScalesWith dilate (coulomb Z) 1 ψ := by
  intro t ht
  have hl : ∀ v : Fin 3 → ℝ, len (fun k => t * v k) = t * len v := by
    intro v
    unfold len
    simp_rw [mul_pow]
    rw [← Finset.mul_sum, Real.sqrt_mul (sq_nonneg t), Real.sqrt_sq ht.le]
  have hdiv : ∀ z x : ℝ, t * (z / (t * x)) = z / x := fun z x => by
    rw [← mul_div_assoc, mul_div_mul_left _ _ ht.ne']
  -- the potential is homogeneous of degree -1 in the coordinates
  have hW : ∀ r : Config N, t * coulombPot Z (t • r) = coulombPot Z r := by
    intro r
    unfold coulombPot
    simp only [Pi.smul_apply, smul_eq_mul, ← mul_sub, hl]
    simp only [mul_add, mul_neg, Finset.mul_sum, hdiv]
  have hpt : ∀ r, coulombPot Z r * ‖dilate t ψ r‖ ^ 2
      = t * ((√t ^ (3 * N)) ^ 2 * (coulombPot Z (t • r) * ‖ψ (t • r)‖ ^ 2)) := by
    intro r
    simp only [dilate]
    rw [← hW r, norm_smul, Real.norm_eq_abs, mul_pow, sq_abs]
    ring
  have hI : ∫ r, (√t ^ (3 * N)) ^ 2 * (coulombPot Z (t • r) * ‖ψ (t • r)‖ ^ 2)
      = ∫ r, coulombPot Z r * ‖ψ r‖ ^ 2 :=
    integral_dilate ht fun r => coulombPot Z r * ‖ψ r‖ ^ 2
  unfold coulomb
  simp_rw [hpt]
  rw [integral_const_mul, hI, Real.rpow_one]

/-- For a wavefunction with nonzero kinetic and nonzero Coulomb energy, their sum scales
with no degree under uniform coordinate scaling. -/
theorem atomic_energy_has_no_degree (Z : ℝ) (ψ : Config N → ℂ)
    (hT : kinetic ψ ≠ 0) (hV : coulomb Z ψ ≠ 0) :
    ¬ ∃ c, ScalesWith dilate (fun φ => kinetic φ + coulomb Z φ) c ψ :=
  sum_has_no_degree (by norm_num) (kinetic_scales ψ) (coulomb_scales Z ψ) hT hV

end

end ScalingDegree
```

```lean
#print axioms ScalingDegree.single_degree_iff
-- 'ScalingDegree.single_degree_iff' depends on axioms: [propext, Classical.choice, Quot.sound]
#print axioms ScalingDegree.atomic_energy_has_no_degree
-- 'ScalingDegree.atomic_energy_has_no_degree' depends on axioms: [propext, Classical.choice, Quot.sound]
```

## What the definitions fix

`two_scales` and `no_single_degree` are the algebraic claim at two scales and at all $t>0$. `single_degree_iff` lists all solutions for $a\neq b$: both amplitudes vanish, or $A=0$ and $c=b$, or $B=0$ and $c=a$.

`ScalesWith S F c x` says $F(S_t x)=t^cF(x)$ for all $t>0$, for a family of maps $S_t$ and a functional $F$ at a single state $x$. The degree may depend on the state, so `atomic_energy_has_no_degree` excludes even a $c$ chosen for the given $\psi$.

`Config N` is $\mathbb R^{3N}$ with Lebesgue measure, indexed by pairs of an electron $i=0,\dots,N-1$ and a Cartesian component; `Finset.Ioi i` selects $j>i$. The prefactor `√t ^ (3 * N)` is $t^{3N/2}$, `gradSq` sums the squared derivatives along the coordinate directions, and `len` is the Euclidean length. $Z$ is any real number. The function $\psi$ is complex, spinless and not required to be antisymmetric or normalised. Expectation values are $T$ and $V$ divided by $\int|\psi|^2$, which `integral_dilate` with $f=|\psi|^2$ shows to be unchanged by scaling.

The hypotheses `hT` and `hV`, that $T\neq0$ and $V\neq0$, are assumed. Lean returns 0 for $1/0$, for a derivative that does not exist and for the integral of a non-integrable function, so these hypotheses also exclude divergent integrals, while for a $\psi$ with jumps `kinetic` omits the infinite contribution of the jumps. Nuclei fixed away from the origin are not covered.

For a nonrelativistic one-centre Coulomb system, the energy of a normalised trial function along the one-parameter family $\psi_t$ is $t^2T+tV$, a curve that the single number $E=T+V$ does not determine. For $T>0$ and $V<0$ its minimum lies at $t=-V/(2T)$, by ordinary calculation that is not part of the file.

## How the tactics follow the algebra

In `two_scales`, `key` is $(t^2)^e=(t^e)^2$ and `hxy` is the logarithm step. The `linear_combination` multiplies `h2` by $A+B$ and `h1` by $Ax+By+(A+B)z$, which turns `h1` into $(Ax+By)^2-(A+B)^2z^2=0$; the difference is `h0`. `no_single_degree` sets $t=2$. In `single_degree_iff`, `aux` cancels the surviving amplitude at $t=2$ and takes logarithms to identify $c$. `sum_has_no_degree` subtracts the scaling laws of `T` and `V` from that of the sum and obtains the power-law identity with $A$ as `T x` and $B$ as `V x`.

`fderiv_dilate` is the chain rule; its second branch shows that $\psi_t$ fails to be differentiable at $r$ when $\psi$ fails at $tr$, since the scaling is invertible. `integral_dilate` cancels $t^{3N}$ against the Jacobian from `Measure.integral_comp_smul`. `kinetic_scales` and `coulomb_scales` each rewrite the integrand pointwise in `hpt` and then change variables, the latter using `hW`, which is $tW(tr)=W(r)$. The final theorem inserts the degrees $2\neq1$.

## One electron in a 1s orbital

For $N=0$ the gradient sum is empty, $T=0$, and `hT` never holds. For $N=1$ the repulsion sum is empty. The normalised function $(\zeta^3/\pi)^{1/2}e^{-\zeta|r_0|}$ with exponent $\zeta>0$ has $T=\zeta^2/2$ and $V=-Z\zeta$, and scaling sends $\zeta$ to $t\zeta$. `sum_has_no_degree_witness` takes these expressions as given functions of $\zeta$ and proves degrees 2 and 1 and nonvanishing for $Z>0$; their origin in the integrals, like the numbers that follow, is ordinary calculation and not part of the file. At $Z=\zeta=1$ the energy is $t^2/2-t$, equal to $-1/2$ at $t=1$ and to $0$ at $t=2$, whereas $-\tfrac12\,2^c$ never vanishes.
